# Derivative of a fixed density's interaction energy with respect to the core position in one dimension

A fixed density `h` on the real line interacts with a core potential `g` centred at `R`, with energy ∫ g(x − R) h(x) dx. The lemma states that this energy is differentiable in `R`, with derivative ∫ −g′(x − R) h(x) dx. The potential is assumed continuously differentiable with compact support; the density need only be continuous, with no condition of sign or normalisation, and it does not change as the core moves. The attempt reads the energy as the convolution of `h` with the reflected potential t ↦ g(−t), takes the derivative from Mathlib's theorem on convolutions, and then matches that result to the stated one.

This version doesn't compile in Lean 4 with Mathlib:

```lean
import Mathlib

open MeasureTheory

namespace HasDerivAtCoreEnergy

noncomputable section

/-- Interaction energy of a density `h` with a core potential `g` centred at `R`. -/
def coreEnergy (g h : ℝ → ℝ) (R : ℝ) : ℝ := ∫ x, g (x - R) * h x

variable {g h w : ℝ → ℝ}

/-- For a C¹ core potential of compact support and a continuous density, the derivative of the
energy in the core position is the integral of the bare term `-g'(x - R) h(x)`. -/
theorem hasDerivAt_coreEnergy (hg : ContDiff ℝ 1 g) (hc : HasCompactSupport g)
    (hh : Continuous h) (R : ℝ) :
    HasDerivAt (coreEnergy g h) (∫ x, -(deriv g (x - R) * h x)) R := by
  -- the energy is the convolution of the density with the reflected core potential
  have hc' : HasCompactSupport (fun t => g (-t)) := hc.comp_homeomorph (Homeomorph.neg ℝ)
  have hg' : ContDiff ℝ 1 (fun t => g (-t)) := hg.comp contDiff_neg
  have key := hc'.hasDerivAt_convolution_right (ContinuousLinearMap.mul ℝ ℝ)
    (hh.locallyIntegrable (μ := volume)) hg' R
  convert key using 1
  · funext S
    change ∫ x, g (x - S) * h x = ∫ x, h x * g (-(S - x))
    congr 1
    funext x
    rw [neg_sub, mul_comm]
  · change ∫ x, -(deriv g (x - R) * h x) = ∫ x, h x * deriv (fun t => g (-t)) (R - x)
    congr 1
    funext x
    rw [deriv_comp_neg, neg_sub]
    ring

end

end HasDerivAtCoreEnergy
```

The compiler's answer:

```
Main.lean:25:4: error: Tactic `apply` failed: could not unify the conclusion of `@funext`
  ?f = ?g
with the goal
  Real.instAddCommGroup = Real.normedAddCommGroup.toAddCommGroup

Note: The full type of `@funext` is
  ∀ {α : Sort ?u.75} {β : α → Sort ?u.74} {f g : (x : α) → β x}, (∀ (x : α), f x = g x) → f = g

case e'_4
g h : ℝ → ℝ
hg : ContDiff ℝ 1 g
hc : HasCompactSupport g
hh : Continuous h
R : ℝ
hc' : HasCompactSupport fun t => g (-t)
hg' : ContDiff ℝ 1 fun t => g (-t)
key :
  HasDerivAt (convolution h (fun t => g (-t)) (ContinuousLinearMap.mul ℝ ℝ) volume)
    (convolution h (deriv fun t => g (-t)) (ContinuousLinearMap.mul ℝ ℝ) volume R) R
⊢ Real.instAddCommGroup = Real.normedAddCommGroup.toAddCommGroup
Main.lean:30:4: error: 'change' tactic failed, pattern
  ∫ (x : ℝ), -(deriv g (x - R) * h x) = ∫ (x : ℝ), h x * deriv (fun t => g (-t)) (R - x)
is not definitionally equal to target
  Semiring.toModule = RCLike.toInnerProductSpaceReal.toModule
Main.lean:18:69: error: unsolved goals
case e'_8
g h : ℝ → ℝ
hg : ContDiff ℝ 1 g
hc : HasCompactSupport g
hh : Continuous h
R : ℝ
hc' : HasCompactSupport fun t => g (-t)
hg' : ContDiff ℝ 1 fun t => g (-t)
key :
  HasDerivAt (convolution h (fun t => g (-t)) (ContinuousLinearMap.mul ℝ ℝ) volume)
    (convolution h (deriv fun t => g (-t)) (ContinuousLinearMap.mul ℝ ℝ) volume R) R
⊢ coreEnergy g h = convolution h (fun t => g (-t)) (ContinuousLinearMap.mul ℝ ℝ) volume

case e'_9
g h : ℝ → ℝ
hg : ContDiff ℝ 1 g
hc : HasCompactSupport g
hh : Continuous h
R : ℝ
hc' : HasCompactSupport fun t => g (-t)
hg' : ContDiff ℝ 1 fun t => g (-t)
key :
  HasDerivAt (convolution h (fun t => g (-t)) (ContinuousLinearMap.mul ℝ ℝ) volume)
    (convolution h (deriv fun t => g (-t)) (ContinuousLinearMap.mul ℝ ℝ) volume R) R
⊢ ∫ (x : ℝ), -(deriv g (x - R) * h x) = convolution h (deriv fun t => g (-t)) (ContinuousLinearMap.mul ℝ ℝ) volume R
```

Cause. The proof expects `convert key using 1` to leave two goals, one equating the energy with the convolution and one equating the derivatives. It leaves four, and the first two ask that the additive group and module structures on ℝ in the goal equal those in `key`.

The bullets therefore land on the wrong goals. `funext` fails because the first goal equates two group structures, not two functions. `change` fails because the second equates two module structures, not two integrals. The last message lists the two intended goals, `e'_8` and `e'_9`, which no bullet reached.

The repair drops `convert` and states the two intended equations outright as `e1` and `e2`, each proved by the same steps as before. `rw [e1, e2]` then puts the goal in terms of convolutions, and `exact key` closes it. The structures on ℝ are still written differently in the two statements, but they are equal by definition, which `exact` can check without raising separate goals.

This version goes through:

```diff
@@ -22,15 +22,20 @@
   have key := hc'.hasDerivAt_convolution_right (ContinuousLinearMap.mul ℝ ℝ)
     (hh.locallyIntegrable (μ := volume)) hg' R
-  convert key using 1
-  · funext S
+  have e1 : coreEnergy g h =
+      convolution h (fun t => g (-t)) (ContinuousLinearMap.mul ℝ ℝ) volume := by
+    funext S
     change ∫ x, g (x - S) * h x = ∫ x, h x * g (-(S - x))
     congr 1
     funext x
     rw [neg_sub, mul_comm]
-  · change ∫ x, -(deriv g (x - R) * h x) = ∫ x, h x * deriv (fun t => g (-t)) (R - x)
+  have e2 : ∫ x, -(deriv g (x - R) * h x) =
+      convolution h (deriv fun t => g (-t)) (ContinuousLinearMap.mul ℝ ℝ) volume R := by
+    change ∫ x, -(deriv g (x - R) * h x) = ∫ x, h x * deriv (fun t => g (-t)) (R - x)
     congr 1
     funext x
     rw [deriv_comp_neg, neg_sub]
     ring
+  rw [e1, e2]
+  exact key
 
 end
```
